# A triangle's anomalous threshold lies below the normal one when the other two invariants lie between pseudothreshold and threshold

## Landau equations and sign conventions

A one-loop triangle has internal masses $m_1,m_2,m_3>0$ and three external invariants: $P$ between lines 1 and 2, $Q$ between lines 1 and 3, and $s$ between lines 2 and 3. The letters $P$ and $Q$ denote squared momenta, not momenta. With $P$ and $Q$ fixed, at which real $s$ does the diagram have a leading Landau singularity, and where does it lie relative to the normal threshold $(m_2+m_3)^2$?

Let $q_1,q_2,q_3$ be the internal momenta, oriented around the loop. They may be complex: real on-shell momenta have $|q_i\cdot q_j|\ge m_im_j$, which excludes invariants strictly between pseudothreshold and threshold. The Landau equations put all three lines on shell, $q_i^2=m_i^2$, and require

$$\alpha_0q_1+\alpha_1q_2+\alpha_2q_3=0,$$

with Feynman parameters $\alpha_0,\alpha_1,\alpha_2>0$. Vector components are numbered from 0, as in Lean, so $\alpha_0$ belongs to line 1.

```lean
import Mathlib

open Matrix Real

namespace TriangleAnomalousThreshold
```

An external momentum is a difference of internal ones, so $P=(q_1-q_2)^2$ gives $q_1\cdot q_2=(m_1^2+m_2^2-P)/2$, and similarly for the other pairs. Define $a$, $b$ and $y$ by

$$q_1\cdot q_2=m_1m_2\cos a,\quad q_1\cdot q_3=m_1m_3\cos b,\quad q_2\cdot q_3=m_2m_3\,y.$$

In this sign convention a normal threshold corresponds to the value $-1$ and a pseudothreshold to $+1$. Dividing each product by its masses gives the normalised matrix $Y$, called `cosMatrix`.

```lean
/-- The normalised Landau matrix of the triangle, with the entries for lines 1, 2 and for lines 1, 3
written as cosines. -/
noncomputable def cosMatrix (a b y : ℝ) : Matrix (Fin 3) (Fin 3) ℝ :=
  !![1, cos a, cos b; cos a, 1, y; cos b, y, 1]
```

The matrix of the products themselves keeps the masses.

```lean
/-- The Landau matrix of a triangle with internal masses `m₁, m₂, m₃`: its entries are the
products `qᵢ · qⱼ` of on-shell internal momenta, written through the external invariants
`P` (lines 1, 2), `Q` (lines 1, 3) and `s` (lines 2, 3). -/
noncomputable def landauMatrix (m₁ m₂ m₃ P Q s : ℝ) : Matrix (Fin 3) (Fin 3) ℝ :=
  !![m₁ ^ 2, (m₁ ^ 2 + m₂ ^ 2 - P) / 2, (m₁ ^ 2 + m₃ ^ 2 - Q) / 2;
     (m₁ ^ 2 + m₂ ^ 2 - P) / 2, m₂ ^ 2, (m₂ ^ 2 + m₃ ^ 2 - s) / 2;
     (m₁ ^ 2 + m₃ ^ 2 - Q) / 2, (m₂ ^ 2 + m₃ ^ 2 - s) / 2, m₃ ^ 2]
```

Contracting the loop equation with each $q_i$ shows that this matrix annihilates $\alpha$. Conversely, suppose that the matrix $M$ annihilates $\alpha$. Factor it over the complex numbers as $M=B^{T}B$, where $B$ has as many rows as the rank of $M$. Then $B^{T}$ is injective, so $B\alpha=0$, and the columns of $B$ serve as complex momenta that have the required products and satisfy the loop equation. In Lean, `*ᵥ` is the matrix-vector product, and the condition reads: some real $\alpha$ with three positive entries lies in the kernel.

```lean
/-- The Landau matrix of the triangle annihilates some vector of three positive Feynman parameters.
-/
def HasLeadingSingularity (m₁ m₂ m₃ P Q s : ℝ) : Prop :=
  ∃ α : Fin 3 → ℝ, (∀ i, 0 < α i) ∧ landauMatrix m₁ m₂ m₃ P Q s *ᵥ α = 0
```

`HasLeadingSingularity` names this algebraic condition. That the loop integral is then singular on its physical sheet is the step from the model to the amplitude which the hypotheses do not supply.

## Positivity selects one root

For a symmetric matrix the kernel condition is three scalar equations.

```lean
/-- The kernel condition of a symmetric 3 × 3 matrix, written as three equations. -/
theorem symm_mulVec_eq_zero (d e f p q r : ℝ) (x : Fin 3 → ℝ) :
    !![d, p, q; p, e, r; q, r, f] *ᵥ x = 0 ↔
      d * x 0 + p * x 1 + q * x 2 = 0 ∧ p * x 0 + e * x 1 + r * x 2 = 0 ∧
        q * x 0 + r * x 1 + f * x 2 = 0 := by
  constructor
  · intro h
    have h0 := congrFun h 0
    have h1 := congrFun h 1
    have h2 := congrFun h 2
    simp [Matrix.mulVec, dotProduct, Fin.sum_univ_three] at h0 h1 h2
    exact ⟨by linarith, by linarith, by linarith⟩
  · rintro ⟨h0, h1, h2⟩
    ext i
    fin_cases i <;> simp [Matrix.mulVec, dotProduct, Fin.sum_univ_three] <;> linarith
```

For $Y$ and a vector $x$ they are

$$\begin{aligned}x_0+x_1\cos a+x_2\cos b&=0,\\ x_0\cos a+x_1+y\,x_2&=0,\\ x_0\cos b+y\,x_1+x_2&=0.\end{aligned}$$

Write $D=\cos a\cos b-y$. Subtracting $\cos a$ times the first equation from the second, and $\cos b$ times the first from the third, gives

$$x_1\sin^2a=D\,x_2,\qquad x_2\sin^2b=D\,x_1.$$

With $x_1,x_2>0$ and $a,b\in(0,\pi)$, the first relation forces $D>0$. Multiplying the two and cancelling $x_1x_2$ gives $D^2=\sin^2a\sin^2b$. Both sines are positive, so $D=\sin a\sin b$, which is $y=\cos(a+b)$. The other root, $y=\cos(a-b)$, would need $D<0$.

Now $x_1\sin a=x_2\sin b$, so $x_1=k\sin b$ and $x_2=k\sin a$ with $k>0$. The first equation then gives $x_0=-k\sin(a+b)$.

In the proof, `h2` and `h3` are the eliminated equations, `hD` is the sign of $D$, and `hroot` is the choice of root. `Set.Ioo 0 π` is the open interval.

```lean
/-- For angles in `(0, π)`, a positive kernel vector forces `y = cos (a + b)` and is a positive
multiple of `(-sin (a + b), sin b, sin a)`. -/
theorem positive_kernel {a b y : ℝ} (ha : a ∈ Set.Ioo 0 π) (hb : b ∈ Set.Ioo 0 π)
    {x : Fin 3 → ℝ} (hx : ∀ i, 0 < x i) (h : cosMatrix a b y *ᵥ x = 0) :
    y = cos (a + b) ∧ ∃ k : ℝ, 0 < k ∧ x = k • ![-sin (a + b), sin b, sin a] := by
  have sa := sin_pos_of_pos_of_lt_pi ha.1 ha.2
  have sb := sin_pos_of_pos_of_lt_pi hb.1 hb.2
  have x1 := hx 1
  have x2 := hx 2
  rw [cosMatrix, symm_mulVec_eq_zero] at h
  obtain ⟨e1, e2, e3⟩ := h
  -- eliminate the first component
  have h2 : sin a ^ 2 * x 1 = (cos a * cos b - y) * x 2 := by
    linear_combination e2 - cos a * e1 + x 1 * sin_sq_add_cos_sq a
  have h3 : sin b ^ 2 * x 2 = (cos a * cos b - y) * x 1 := by
    linear_combination e3 - cos b * e1 + x 2 * sin_sq_add_cos_sq b
  have hD : 0 < cos a * cos b - y := by
    by_contra hn
    have hp : 0 < sin a ^ 2 * x 1 := by positivity
    nlinarith [mul_nonneg (neg_nonneg.mpr (not_lt.mp hn)) x2.le]
  have hsq : (cos a * cos b - y) ^ 2 = (sin a * sin b) ^ 2 :=
    mul_right_cancel₀ (mul_pos x1 x2).ne' (by
      linear_combination -(sin b ^ 2 * x 2) * h2 - ((cos a * cos b - y) * x 2) * h3)
  -- positivity selects one root of the determinant
  have hroot : cos a * cos b - y = sin a * sin b :=
    mul_right_cancel₀ (add_pos hD (mul_pos sa sb)).ne' (by linear_combination hsq)
  have hr : sin a * x 1 = sin b * x 2 :=
    mul_left_cancel₀ sa.ne' (by linear_combination h2 + x 2 * hroot)
  refine ⟨by rw [cos_add]; linarith, ?_⟩
  obtain ⟨k, hk, k1⟩ : ∃ k : ℝ, 0 < k ∧ x 1 = k * sin b :=
    ⟨x 1 / sin b, div_pos x1 sb, by field_simp⟩
  have k2 : x 2 = k * sin a :=
    mul_left_cancel₀ sb.ne' (by linear_combination -hr + sin a * k1)
  have k0 : x 0 = k * -sin (a + b) := by
    rw [sin_add]
    linear_combination e1 - cos a * k1 - cos b * k2
  refine ⟨k, hk, ?_⟩
  ext i
  fin_cases i
  exacts [k0, k1, k2]
```

## The condition $a+b>\pi$

If $a,b<\pi$ and $a+b>\pi$, then $0<a+b-\pi<\pi$, so $-\sin(a+b)=\sin(a+b-\pi)>0$. Since the sine is nonzero, $\cos^2(a+b)<1$, and hence $\cos(a+b)>-1$.

```lean
/-- If two angles below `π` add up to more than `π`, the sine of their sum is negative and its
cosine lies strictly above `-1`. -/
theorem sin_neg_and_neg_one_lt_cos {a b : ℝ} (ha : a < π) (hb : b < π) (hab : π < a + b) :
    sin (a + b) < 0 ∧ -1 < cos (a + b) := by
  have h := sin_pos_of_pos_of_lt_pi (x := a + b - π) (by linarith) (by linarith)
  rw [sin_sub_pi] at h
  have hs : sin (a + b) < 0 := by linarith
  exact ⟨hs, by nlinarith [sin_sq_add_cos_sq (a + b), mul_pos_of_neg_of_neg hs hs]⟩
```

If instead $a+b\le\pi$, then $\sin(a+b)\ge0$ and $x_0=-k\sin(a+b)$ cannot be positive. So a positive kernel vector requires both $a+b>\pi$ and $y=\cos(a+b)$.

Conversely, under these two conditions $(-\sin(a+b),\sin b,\sin a)$ has positive entries. The first row vanishes by the addition formula for the sine. The second vanishes because $\sin(a+b)\cos a-\cos(a+b)\sin a=\sin b$, and the third follows by exchanging $a$ and $b$.

```lean
/-- For angles in `(0, π)`, the normalised Landau matrix has a kernel vector with all entries
positive exactly when `a + b > π` and `y = cos (a + b)`. -/
theorem exists_positive_kernel_iff {a b : ℝ} (y : ℝ) (ha : a ∈ Set.Ioo 0 π)
    (hb : b ∈ Set.Ioo 0 π) :
    (∃ x : Fin 3 → ℝ, (∀ i, 0 < x i) ∧ cosMatrix a b y *ᵥ x = 0) ↔
      π < a + b ∧ y = cos (a + b) := by
  constructor
  · rintro ⟨x, hx, h⟩
    obtain ⟨hy, k, hk, hxk⟩ := positive_kernel ha hb hx h
    refine ⟨?_, hy⟩
    by_contra hn
    have hs := sin_nonneg_of_nonneg_of_le_pi (add_pos ha.1 hb.1).le (not_lt.mp hn)
    have h0 : x 0 = k * -sin (a + b) := by rw [hxk]; simp
    nlinarith [hx 0, mul_nonneg hk.le hs]
  · rintro ⟨hab, rfl⟩
    have hs := (sin_neg_and_neg_one_lt_cos ha.2 hb.2 hab).1
    refine ⟨![-sin (a + b), sin b, sin a], ?_, ?_⟩
    · intro i
      fin_cases i
      exacts [neg_pos.mpr hs, sin_pos_of_pos_of_lt_pi hb.1 hb.2,
        sin_pos_of_pos_of_lt_pi ha.1 ha.2]
    · rw [cosMatrix, symm_mulVec_eq_zero]
      refine ⟨?_, ?_, ?_⟩
      · change 1 * -sin (a + b) + cos a * sin b + cos b * sin a = 0
        rw [sin_add]; ring
      · change cos a * -sin (a + b) + 1 * sin b + cos (a + b) * sin a = 0
        rw [sin_add, cos_add]
        linear_combination -sin b * sin_sq_add_cos_sq a
      · change cos b * -sin (a + b) + cos (a + b) * sin b + 1 * sin a = 0
        rw [sin_add, cos_add]
        linear_combination -sin a * sin_sq_add_cos_sq b
```

## Back to masses and invariants

For masses $m,n>0$ and an invariant $P$ put $c=(m^2+n^2-P)/(2mn)$. Then $P<(m+n)^2$ means $c>-1$, and $P>(m-n)^2$ means $c<1$. The angle is $a=\arccos c$, strictly inside $(0,\pi)$.

```lean
/-- For positive masses, an invariant strictly between pseudothreshold and threshold is
described by an angle in `(0, π)`. -/
theorem exists_angle {m n P : ℝ} (hm : 0 < m) (hn : 0 < n)
    (hl : (m - n) ^ 2 < P) (hu : P < (m + n) ^ 2) :
    ∃ a ∈ Set.Ioo 0 π, P = m ^ 2 + n ^ 2 - 2 * m * n * cos a := by
  have hmn := mul_pos hm hn
  obtain ⟨c, hc⟩ : ∃ c : ℝ, 2 * m * n * c = m ^ 2 + n ^ 2 - P :=
    ⟨(m ^ 2 + n ^ 2 - P) / (2 * m * n), by field_simp⟩
  have c1 : c < 1 := by
    by_contra h
    nlinarith [mul_nonneg hmn.le (sub_nonneg.mpr (not_lt.mp h))]
  have c2 : -1 < c := by
    by_contra h
    nlinarith [mul_nonneg hmn.le (sub_nonneg.mpr (not_lt.mp h))]
  have hcos := cos_arccos c2.le c1.le
  refine ⟨arccos c, ⟨arccos_pos.mpr c1, lt_of_le_of_ne (arccos_le_pi c) ?_⟩, ?_⟩
  · intro h
    rw [h, cos_pi] at hcos
    linarith
  · rw [hcos]; linarith
```

Set $x_0=m_1\alpha_0$, $x_1=m_2\alpha_1$, $x_2=m_3\alpha_2$. The first row of the Landau matrix gives

$$m_1^2\alpha_0+m_1m_2\alpha_1\cos a+m_1m_3\alpha_2\cos b=m_1(x_0+x_1\cos a+x_2\cos b),$$

and the other rows likewise carry factors $m_2$ and $m_3$. The two kernel conditions are therefore equivalent, and positivity is preserved both ways. Since $2m_2m_3y=m_2^2+m_3^2-s$, the root $y=\cos(a+b)$ becomes

$$s=m_2^2+m_3^2-2m_2m_3\cos(a+b).$$

```lean
/-- For positive masses and angles in `(0, π)` that encode `P` and `Q`, the triangle has a leading
singularity at `s` exactly when `a + b > π` and `s = m₂² + m₃² - 2 m₂ m₃ cos (a + b)`. -/
theorem leadingSingularity_iff {m₁ m₂ m₃ P Q a b : ℝ} (s : ℝ)
    (h₁ : 0 < m₁) (h₂ : 0 < m₂) (h₃ : 0 < m₃)
    (ha : a ∈ Set.Ioo 0 π) (hb : b ∈ Set.Ioo 0 π)
    (hP : P = m₁ ^ 2 + m₂ ^ 2 - 2 * m₁ * m₂ * cos a)
    (hQ : Q = m₁ ^ 2 + m₃ ^ 2 - 2 * m₁ * m₃ * cos b) :
    HasLeadingSingularity m₁ m₂ m₃ P Q s ↔
      π < a + b ∧ s = m₂ ^ 2 + m₃ ^ 2 - 2 * m₂ * m₃ * cos (a + b) := by
  obtain ⟨y, hy⟩ : ∃ y : ℝ, 2 * m₂ * m₃ * y = m₂ ^ 2 + m₃ ^ 2 - s :=
    ⟨(m₂ ^ 2 + m₃ ^ 2 - s) / (2 * m₂ * m₃), by field_simp⟩
  have hs : s = m₂ ^ 2 + m₃ ^ 2 - 2 * m₂ * m₃ * y := by linarith
  have hne : 2 * m₂ * m₃ ≠ 0 := by positivity
  have hys : y = cos (a + b) ↔ s = m₂ ^ 2 + m₃ ^ 2 - 2 * m₂ * m₃ * cos (a + b) :=
    ⟨fun h => by rw [← h]; exact hs, fun h => mul_left_cancel₀ hne (by linarith)⟩
  rw [← hys, ← exists_positive_kernel_iff y ha hb]
  subst hP hQ hs
  -- rescale the Feynman parameters by the masses
  constructor
  · rintro ⟨α, hα, h⟩
    rw [landauMatrix, symm_mulVec_eq_zero] at h
    obtain ⟨e1, e2, e3⟩ := h
    refine ⟨![m₁ * α 0, m₂ * α 1, m₃ * α 2], ?_, ?_⟩
    · intro i
      fin_cases i
      exacts [mul_pos h₁ (hα 0), mul_pos h₂ (hα 1), mul_pos h₃ (hα 2)]
    · rw [cosMatrix, symm_mulVec_eq_zero]
      refine ⟨?_, ?_, ?_⟩
      · change 1 * (m₁ * α 0) + cos a * (m₂ * α 1) + cos b * (m₃ * α 2) = 0
        exact mul_left_cancel₀ h₁.ne' (by linear_combination e1)
      · change cos a * (m₁ * α 0) + 1 * (m₂ * α 1) + y * (m₃ * α 2) = 0
        exact mul_left_cancel₀ h₂.ne' (by linear_combination e2)
      · change cos b * (m₁ * α 0) + y * (m₂ * α 1) + 1 * (m₃ * α 2) = 0
        exact mul_left_cancel₀ h₃.ne' (by linear_combination e3)
  · rintro ⟨x, hx, h⟩
    rw [cosMatrix, symm_mulVec_eq_zero] at h
    obtain ⟨e1, e2, e3⟩ := h
    obtain ⟨u, hu, hu'⟩ : ∃ u : ℝ, 0 < u ∧ m₁ * u = x 0 :=
      ⟨x 0 / m₁, div_pos (hx 0) h₁, by field_simp⟩
    obtain ⟨v, hv, hv'⟩ : ∃ v : ℝ, 0 < v ∧ m₂ * v = x 1 :=
      ⟨x 1 / m₂, div_pos (hx 1) h₂, by field_simp⟩
    obtain ⟨w, hw, hw'⟩ : ∃ w : ℝ, 0 < w ∧ m₃ * w = x 2 :=
      ⟨x 2 / m₃, div_pos (hx 2) h₃, by field_simp⟩
    refine ⟨![u, v, w], ?_, ?_⟩
    · intro i
      fin_cases i
      exacts [hu, hv, hw]
    · rw [landauMatrix, symm_mulVec_eq_zero]
      simp only [Matrix.cons_val]
      refine ⟨?_, ?_, ?_⟩
      · linear_combination m₁ * e1 + m₁ * hu' + m₁ * cos a * hv' + m₁ * cos b * hw'
      · linear_combination m₂ * e2 + m₂ * cos a * hu' + m₂ * hv' + m₂ * y * hw'
      · linear_combination m₃ * e3 + m₃ * cos b * hu' + m₃ * y * hv' + m₃ * hw'
```

The distance to the normal threshold is

$$(m_2+m_3)^2-s=2m_2m_3\,(1+\cos(a+b))>0.$$

The theorem assumes that $P$ and $Q$ lie strictly between their pseudothresholds and thresholds, which supplies the angles. In a dispersion relation for a one-loop form factor with such real kinematics and massive internal lines, a singularity here can move the start of the integration below $(m_2+m_3)^2$.

```lean
/-- For positive masses and `P`, `Q` strictly between their pseudothresholds and thresholds,
every leading singularity of the triangle lies strictly below the normal threshold
`(m₂ + m₃)²`. -/
theorem anomalous_lt_normal {m₁ m₂ m₃ P Q s : ℝ} (h₁ : 0 < m₁) (h₂ : 0 < m₂) (h₃ : 0 < m₃)
    (hP : (m₁ - m₂) ^ 2 < P) (hP' : P < (m₁ + m₂) ^ 2)
    (hQ : (m₁ - m₃) ^ 2 < Q) (hQ' : Q < (m₁ + m₃) ^ 2)
    (h : HasLeadingSingularity m₁ m₂ m₃ P Q s) : s < (m₂ + m₃) ^ 2 := by
  obtain ⟨a, ha, ea⟩ := exists_angle h₁ h₂ hP hP'
  obtain ⟨b, hb, eb⟩ := exists_angle h₁ h₃ hQ hQ'
  obtain ⟨hab, hs⟩ := (leadingSingularity_iff s h₁ h₂ h₃ ha hb ea eb).mp h
  have hc := (sin_neg_and_neg_one_lt_cos ha.2 hb.2 hab).2
  nlinarith [mul_pos (mul_pos h₂ h₃) (sub_pos.mpr hc)]
```

Whether such an $s$ exists can be read off without angles. Inserting the cosines gives

$$m_3P+m_2Q-(m_2+m_3)(m_1^2+m_2m_3)=-2m_1m_2m_3(\cos a+\cos b).$$

The cosine decreases strictly on $[0,\pi]$, so $\cos b<-\cos a=\cos(\pi-a)$ holds exactly when $b>\pi-a$. The left side is thus positive exactly when $a+b>\pi$.

```lean
/-- For positive masses and `P`, `Q` strictly between their pseudothresholds and thresholds,
the triangle has a leading singularity at some real `s` exactly when
`(m₂ + m₃)(m₁² + m₂ m₃) < m₃ P + m₂ Q`. -/
theorem exists_anomalous_iff {m₁ m₂ m₃ P Q : ℝ} (h₁ : 0 < m₁) (h₂ : 0 < m₂) (h₃ : 0 < m₃)
    (hP : (m₁ - m₂) ^ 2 < P) (hP' : P < (m₁ + m₂) ^ 2)
    (hQ : (m₁ - m₃) ^ 2 < Q) (hQ' : Q < (m₁ + m₃) ^ 2) :
    (∃ s, HasLeadingSingularity m₁ m₂ m₃ P Q s) ↔
      (m₂ + m₃) * (m₁ ^ 2 + m₂ * m₃) < m₃ * P + m₂ * Q := by
  obtain ⟨a, ha, ea⟩ := exists_angle h₁ h₂ hP hP'
  obtain ⟨b, hb, eb⟩ := exists_angle h₁ h₃ hQ hQ'
  have hm : 0 < m₁ * m₂ * m₃ := by positivity
  have key : m₃ * P + m₂ * Q - (m₂ + m₃) * (m₁ ^ 2 + m₂ * m₃) =
      -2 * (m₁ * m₂ * m₃ * (cos a + cos b)) := by
    rw [ea, eb]; ring
  constructor
  · rintro ⟨s, h⟩
    have hab := ((leadingSingularity_iff s h₁ h₂ h₃ ha hb ea eb).mp h).1
    have hc := cos_lt_cos_of_nonneg_of_le_pi (x := π - a) (y := b)
      (by linarith [ha.2]) hb.2.le (by linarith)
    rw [cos_pi_sub] at hc
    have := mul_neg_of_pos_of_neg hm (show cos a + cos b < 0 by linarith)
    linarith
  · intro h
    refine ⟨_, (leadingSingularity_iff _ h₁ h₂ h₃ ha hb ea eb).mpr ⟨?_, rfl⟩⟩
    by_contra hn
    have hc := cos_le_cos_of_nonneg_of_le_pi (x := b) (y := π - a)
      hb.1.le (by linarith [ha.1]) (by linarith [not_lt.mp hn])
    rw [cos_pi_sub] at hc
    have := mul_nonneg hm.le (show 0 ≤ cos a + cos b by linarith)
    linarith

end TriangleAnomalousThreshold
```

```lean
#print axioms TriangleAnomalousThreshold.anomalous_lt_normal
#print axioms TriangleAnomalousThreshold.exists_anomalous_iff
```

```
'TriangleAnomalousThreshold.anomalous_lt_normal' depends on axioms: [propext, Classical.choice, Quot.sound]
'TriangleAnomalousThreshold.exists_anomalous_iff' depends on axioms: [propext, Classical.choice, Quot.sound]
```

## Equal masses with numbers

Take $m_1=m_2=m_3=1$ and $P=Q=3$, between the pseudothreshold 0 and the threshold 4. The criterion reads $4<6$ and holds. Here $\cos a=\cos b=-\tfrac12$, so $a=b=2\pi/3$, $a+b=4\pi/3$ and $\cos(a+b)=-\tfrac12$. The singularity sits at $s=2+1=3$, below the normal threshold 4, with kernel vector proportional to $(1,1,1)$.

For $P=Q=1$ the criterion $4<2$ fails. Now $a=b=\pi/3$, and $\cos(a+b)=-\tfrac12$ again gives $s=3$, but the kernel vector is proportional to $(-1,1,1)$. The determinant vanishes at the same $s$, yet the Feynman parameters are not all positive.
